# Twisting a representation by a one-dimensional representation: scalar commutant and vanishing characters

A: Let $G$ be a group, finite or not. A representation $D$ assigns to each $g \in G$ a complex $N \times N$ matrix with $D(gh) = D(g)D(h)$ and $D(e) = 1$, where $e$ is the identity element. In Lean this is `D : G →* Matrix n n ℂ`. The finite type `n` labels rows and columns, so $N$ is `Fintype.card n`. A one-dimensional representation $\lambda$ is `lam : G →* ℂˣ`, a homomorphism into the nonzero complex numbers.

```lean
import Mathlib

open Matrix DihedralGroup

namespace TwistedRepresentation

noncomputable section

variable {G : Type*} [Group G] {n : Type*} [Fintype n] [DecidableEq n]
```

The product representation is $(\lambda D)(g) = \lambda(g) D(g)$. It is multiplicative because numbers commute with matrices: $\lambda(g)D(g)\,\lambda(h)D(h) = \lambda(gh)D(gh)$. The character is $\chi(g) = \operatorname{tr} D(g)$.

```lean
/-- The product representation `g ↦ lam(g) D(g)` of a one-dimensional representation `lam`
with a matrix representation `D`. -/
def twist (lam : G →* ℂˣ) (D : G →* Matrix n n ℂ) : G →* Matrix n n ℂ where
  toFun g := (lam g : ℂ) • D g
  map_one' := by simp
  map_mul' a b := by
    simp only [map_mul, Units.val_mul, Matrix.smul_mul, Matrix.mul_smul, smul_smul, mul_comm]

/-- The character `chi(g) = tr D(g)`. -/
def character (D : G →* Matrix n n ℂ) (g : G) : ℂ := trace (D g)
```

$D$ has scalar commutant if every matrix $X$ with $XD(g) = D(g)X$ for all $g$ equals $c \cdot 1$ for some complex $c$. A matrix $S$ intertwines $D$ with a second representation $D'$ of the same size if $SD(g) = D'(g)S$ for all $g$. The two are similar if such an $S$ is invertible, which the type `(Matrix n n ℂ)ˣ` expresses, and then $D'(g) = SD(g)S^{-1}$.

```lean
/-- Every matrix commuting with all `D(g)` is a multiple of the identity. -/
def ScalarCommutant (D : G →* Matrix n n ℂ) : Prop :=
  ∀ X : Matrix n n ℂ, (∀ g, X * D g = D g * X) → ∃ c : ℂ, X = c • (1 : Matrix n n ℂ)

/-- The matrix `S` satisfies `S D(g) = D'(g) S` for all `g`. -/
def Intertwines (D D' : G →* Matrix n n ℂ) (S : Matrix n n ℂ) : Prop :=
  ∀ g, S * D g = D' g * S

/-- `D` and `D'` are related by an invertible change of basis. -/
def Similar (D D' : G →* Matrix n n ℂ) : Prop :=
  ∃ S : (Matrix n n ℂ)ˣ, Intertwines D D' (S : Matrix n n ℂ)
```

Q: A character table lists irreducible representations, and I see no irreducibility here. Is `ScalarCommutant` the same thing?

A: Not by definition. The theorems assume and conclude scalar commutant and never mention invariant subspaces. In the general theory, Schur's lemma gives an irreducible complex representation a scalar commutant, and the converse holds for a finite group and $N \ge 1$; I quote both facts, like my other side remarks, without a Lean proof. One could instead have defined irreducibility as the absence of a proper nonzero invariant subspace. That property would pass to $\lambda D$ just as directly, since a nonzero factor maps a subspace to itself, but every appeal to "commutes with all $D(g)$, hence scalar" would first need Schur's lemma. For infinite groups the two versions can differ: the invertible upper triangular $2 \times 2$ matrices have scalar commutant and still leave the first axis invariant. At $N = 0$ `ScalarCommutant` is trivially true, whereas irreducibility usually excludes that case.

Q: Then show me the first step.

A: Since $X\,\lambda(g)D(g) = \lambda(g)\,XD(g)$ and $\lambda(g)D(g)\,X = \lambda(g)\,D(g)X$, the relation for $\lambda D$ reads
$$\lambda(g)\,XD(g) = \lambda(g)\,D(g)X .$$
Multiplying by $\lambda(g)^{-1}$ gives $XD(g) = D(g)X$, and multiplying back reverses the step. So $D$ and $\lambda D$ commute with the same matrices. In the proof `key` is this equivalence, `hc` records $\lambda(g) \neq 0$, and `congrArg` multiplies both sides by the inverse.

```lean
/-- `lam D` has scalar commutant exactly when `D` has. -/
theorem twist_scalarCommutant_iff (lam : G →* ℂˣ) (D : G →* Matrix n n ℂ) :
    ScalarCommutant (twist lam D) ↔ ScalarCommutant D := by
  -- the nonzero factor lam(g) cancels from the commutation relation
  have key : ∀ (X : Matrix n n ℂ) (g : G),
      X * twist lam D g = twist lam D g * X ↔ X * D g = D g * X := by
    intro X g
    have ht : twist lam D g = (lam g : ℂ) • D g := rfl
    have hc : (lam g : ℂ) ≠ 0 := Units.ne_zero _
    rw [ht, Matrix.mul_smul, Matrix.smul_mul]
    constructor
    · intro h
      have h2 := congrArg (fun Y => (lam g : ℂ)⁻¹ • Y) h
      simpa only [smul_smul, inv_mul_cancel₀ hc, one_smul] using h2
    · intro h
      rw [h]
  unfold ScalarCommutant
  simp only [key]
```

Q: And the characters?

A: Linearity of the trace gives $\operatorname{tr}(\lambda(g)D(g)) = \lambda(g)\chi(g)$.

```lean
/-- The character of `lam D` is `lam(g) chi(g)`. -/
theorem character_twist (lam : G →* ℂˣ) (D : G →* Matrix n n ℂ) (g : G) :
    character (twist lam D) g = (lam g : ℂ) * character D g := by
  show trace ((lam g : ℂ) • D g) = (lam g : ℂ) * trace (D g)
  rw [trace_smul, smul_eq_mul]
```

For similar $D$ and $D'$, insert $SS^{-1}$, use $D'(g)S = SD(g)$, and cycle the trace:
$$\operatorname{tr} D'(g) = \operatorname{tr}(D'(g)SS^{-1}) = \operatorname{tr}(SD(g)S^{-1}) = \operatorname{tr}(S^{-1}SD(g)) = \operatorname{tr} D(g).$$
The first `calc` step is the insertion, and the second applies `hS g` and `trace_mul_cycle`.

```lean
/-- Similar representations have the same character. -/
theorem character_eq_of_similar {D D' : G →* Matrix n n ℂ} (h : Similar D D') (g : G) :
    character D' g = character D g := by
  obtain ⟨S, hS⟩ := h
  unfold character
  calc trace (D' g)
      = trace (D' g * (S : Matrix n n ℂ) * ((S⁻¹ : (Matrix n n ℂ)ˣ) : Matrix n n ℂ)) := by
        rw [Units.mul_inv_cancel_right]
    _ = trace (D g) := by
        rw [← hS g, trace_mul_cycle, Units.inv_mul, one_mul]
```

Equality of the characters of $\lambda D$ and $D$ means $\lambda(g)\chi(g) = \chi(g)$, that is $(\lambda(g) - 1)\chi(g) = 0$, which is `h2` below. Where $\lambda(g) \neq 1$ the first factor is nonzero, so $\chi(g) = 0$. Conversely, suppose $\chi$ vanishes wherever $\lambda \neq 1$. Then for each $g$ either $\lambda(g) = 1$ or both sides are zero, and `by_cases` treats these two cases.

```lean
/-- `lam D` and `D` have the same character exactly when `chi(g) = 0` wherever
`lam(g) ≠ 1`. -/
theorem character_twist_eq_iff (lam : G →* ℂˣ) (D : G →* Matrix n n ℂ) :
    (∀ g, character (twist lam D) g = character D g) ↔
      ∀ g, lam g ≠ 1 → character D g = 0 := by
  constructor
  · intro h g hg
    have h1 := h g
    rw [character_twist] at h1
    have hne : (lam g : ℂ) - 1 ≠ 0 := fun h0 => hg (Units.ext (sub_eq_zero.mp h0))
    have h2 : ((lam g : ℂ) - 1) * character D g = 0 := by linear_combination h1
    exact (mul_eq_zero.mp h2).resolve_left hne
  · intro h g
    rw [character_twist]
    by_cases hg : lam g = 1
    · rw [hg, Units.val_one, one_mul]
    · rw [h g hg, mul_zero]
```

Q: That is an equivalence. Does it tell me that $\lambda D$ is similar to $D$ once I see the zeros in the table?

A: By itself it tells you only that the characters agree. For a finite group, standard character theory then gives similarity, because complex representations with equal characters are similar. That step is not among the theorems, so here similarity is always a hypothesis or, in the example, shown with an explicit $S$.

Q: What else does similarity force?

A: A condition on $\lambda$ alone. Take determinants of $SD(g) = \lambda(g)D(g)S$. A scalar factor contributes once per row, so
$$\det S \,\det D(g) = \lambda(g)^N \det D(g)\,\det S .$$
Both determinants are nonzero, because $\det S \det S^{-1} = 1$ (`hdS`) and $\det D(g)\det D(g^{-1}) = \det D(e) = 1$ (`hdD`). Cancelling them leaves $\lambda(g)^N = 1$. For $N = 1$ this says $\lambda = 1$, and for $N = 0$ it says nothing.

```lean
/-- If `lam D` is similar to `D`, then `lam(g)` raised to the dimension of `D` is one. -/
theorem pow_dim_eq_one {lam : G →* ℂˣ} {D : G →* Matrix n n ℂ}
    (h : Similar D (twist lam D)) (g : G) : lam g ^ Fintype.card n = 1 := by
  obtain ⟨S, hS⟩ := h
  have h1 : (S : Matrix n n ℂ) * D g = ((lam g : ℂ) • D g) * (S : Matrix n n ℂ) := hS g
  -- take determinants and cancel the nonzero det D(g) det S
  have h2 := congrArg det h1
  rw [det_mul, det_mul, det_smul] at h2
  have hdS : det (S : Matrix n n ℂ) * det ((S⁻¹ : (Matrix n n ℂ)ˣ) : Matrix n n ℂ) = 1 := by
    rw [← det_mul, Units.mul_inv, det_one]
  have hdD : det (D g) * det (D g⁻¹) = 1 := by
    rw [← det_mul, ← map_mul, mul_inv_cancel, map_one, det_one]
  apply Units.ext
  rw [Units.val_pow_eq_pow_val, Units.val_one]
  apply mul_right_cancel₀
    (mul_ne_zero (left_ne_zero_of_mul_eq_one hdD) (left_ne_zero_of_mul_eq_one hdS))
  linear_combination -h2
```

Two further results concern $S$ itself, which in them need not be invertible. If $SD(g) = \lambda(g)D(g)S$, then
$$\operatorname{tr} S = \operatorname{tr}(SD(g)D(g^{-1})) = \lambda(g)\operatorname{tr}(D(g)SD(g^{-1})) = \lambda(g)\operatorname{tr} S ,$$
where the last step cycles $D(g^{-1})$ to the front. This is `h2`, and one $g$ with $\lambda(g) \neq 1$ gives $\operatorname{tr} S = 0$.

```lean
/-- A matrix `S` with `S D(g) = lam(g) D(g) S` for all `g` is traceless if `lam(g) ≠ 1` for
some `g`. -/
theorem trace_intertwiner_eq_zero {lam : G →* ℂˣ} {D : G →* Matrix n n ℂ} {S : Matrix n n ℂ}
    (hS : Intertwines D (twist lam D) S) {g : G} (hg : lam g ≠ 1) : trace S = 0 := by
  have h1 : S * D g = ((lam g : ℂ) • D g) * S := hS g
  have h2 : trace S = (lam g : ℂ) * trace S := by
    calc trace S = trace (S * D g * D g⁻¹) := by
          rw [mul_assoc, ← map_mul, mul_inv_cancel, map_one, mul_one]
      _ = (lam g : ℂ) * trace S := by
          rw [h1, Matrix.smul_mul, Matrix.smul_mul, trace_smul, smul_eq_mul, trace_mul_cycle,
            ← map_mul, inv_mul_cancel, map_one, one_mul]
  have hne : (lam g : ℂ) - 1 ≠ 0 := fun h0 => hg (Units.ext (sub_eq_zero.mp h0))
  have h3 : ((lam g : ℂ) - 1) * trace S = 0 := by linear_combination -h2
  exact (mul_eq_zero.mp h3).resolve_left hne
```

Next, $S^m D(g) = \lambda(g)^m D(g) S^m$ for every natural number $m$. It is trivial at $m = 0$, and
$$S^{m+1}D(g) = S^m\,SD(g) = \lambda(g)\,S^m D(g)\,S = \lambda(g)^{m+1} D(g) S^{m+1},$$
which is the induction `hp`. If $k$ is a natural number with $\lambda(g)^k = 1$ for all $g$, then $S^k$ commutes with every $D(g)$, and the scalar commutant `hD` gives $S^k = c \cdot 1$, where $c = 0$ is allowed.

```lean
/-- If `D` has scalar commutant, `S D(g) = lam(g) D(g) S` and `lam(g)^k = 1` for all `g`,
then `S^k` is a multiple of the identity. -/
theorem intertwiner_pow_scalar {lam : G →* ℂˣ} {D : G →* Matrix n n ℂ} {S : Matrix n n ℂ}
    (hD : ScalarCommutant D) (hS : Intertwines D (twist lam D) S) {k : ℕ}
    (hk : ∀ g, lam g ^ k = 1) : ∃ c : ℂ, S ^ k = c • (1 : Matrix n n ℂ) := by
  apply hD
  intro g
  have h0 : S * D g = ((lam g : ℂ) • D g) * S := hS g
  have h1 : S * D g = (lam g : ℂ) • (D g * S) := by rw [h0, Matrix.smul_mul]
  -- each factor S moved past D(g) picks up one factor lam(g)
  have hp : ∀ m : ℕ, S ^ m * D g = (lam g : ℂ) ^ m • (D g * S ^ m) := by
    intro m
    induction m with
    | zero => simp
    | succ m ih =>
      calc S ^ (m + 1) * D g = S ^ m * (S * D g) := by rw [pow_succ, mul_assoc]
        _ = (lam g : ℂ) • (S ^ m * D g * S) := by rw [h1, Matrix.mul_smul, mul_assoc]
        _ = (lam g : ℂ) ^ (m + 1) • (D g * S ^ (m + 1)) := by
          rw [ih, Matrix.smul_mul, smul_smul, pow_succ, pow_succ, mul_assoc (D g),
            mul_comm (lam g : ℂ)]
  rw [hp k, ← Units.val_pow_eq_pow_val, hk g, Units.val_one, one_smul]
```

Q: Read me the main statement, and tell me where the scalar commutant is really used.

A: For any $\lambda$ and any $D$ with scalar commutant, $\lambda D$ has scalar commutant; and if $SD(g) = \lambda(g)D(g)S$ for an invertible $S$, then $\chi(g) = 0$ for every $g$ with $\lambda(g) \neq 1$, and $\lambda(g)^N = 1$ for every $g$. The proof only assembles the earlier theorems, and `hD` enters the first conjunct alone. The two consequences of similarity hold for any $D$, as the separate theorems state. Unitarity and finiteness of $G$ are not assumed; finite dimension and complex scalars are.

```lean
/-- If `D` has scalar commutant then so has `lam D`; and if `lam D` is similar to `D`, then
`chi(g) = 0` wherever `lam(g) ≠ 1`, and `lam(g)` raised to the dimension of `D` is one. -/
theorem twist_main (lam : G →* ℂˣ) {D : G →* Matrix n n ℂ} (hD : ScalarCommutant D) :
    ScalarCommutant (twist lam D) ∧
      (Similar D (twist lam D) →
        (∀ g, lam g ≠ 1 → character D g = 0) ∧ ∀ g, lam g ^ Fintype.card n = 1) :=
  ⟨(twist_scalarCommutant_iff lam D).mpr hD, fun h =>
    ⟨(character_twist_eq_iff lam D).mp (character_eq_of_similar h), pow_dim_eq_one h⟩⟩
```

Q: I want to see the hypotheses do some work.

A: Remove similarity. In $C_{4v}$ let $D$ be $A_1$, the $1 \times 1$ matrix $1$ for every $g$, and let $\lambda$ be $A_2$, which is $+1$ on rotations and $-1$ on reflections. The commutant is scalar, yet on a reflection $\sigma$ one has $\lambda(\sigma) = -1$, $\chi(\sigma) = 1$ and $\lambda(\sigma)^1 \neq 1$. The same example shows a slip that is tempting in the formal statement: defining `Similar` with an arbitrary matrix $S$. The zero matrix intertwines any two representations, so the hypothesis would always hold and the conclusion would be false.

Q: Why should I accept `DihedralGroup 4` as $C_{4v}$?

A: It is the abstract group of order eight with elements `r i` and `sr i`, $i$ taken modulo 4, and the matrices below give its action on the $xy$ plane. Reading it as $C_{4v}$ means letting every element leave $z$ fixed; $D_4$ and $D_{2d}$ act on $(x, y)$ by the same matrices and differ only in what they do to $z$, which the Lean code does not record. Put
$$R = \begin{pmatrix} 0 & -1 \\ 1 & 0 \end{pmatrix}, \qquad M = \begin{pmatrix} 1 & 0 \\ 0 & -1 \end{pmatrix}.$$
Then `r i` acts on the column $(x, y)$ as $R^i$, the anticlockwise rotation by $i$ quarter turns, and `sr i` as $MR^i$. Even $i$ gives the mirrors $\sigma_v$ and odd $i$ the diagonal mirrors $\sigma_d$. The group law is checked on integer matrices by `decide` over all 64 products, and `eRep` reads the entries as complex numbers.

```lean
/-- The integer matrices by which the rotations and reflections of C4v act on `(x, y)`. -/
def eMat : DihedralGroup 4 → Matrix (Fin 2) (Fin 2) ℤ
  | .r i => !![0, -1; 1, 0] ^ i.val
  | .sr i => !![1, 0; 0, -1] * !![0, -1; 1, 0] ^ i.val

set_option maxRecDepth 20000 in
/-- The action of C4v on `(x, y)` as a representation by integer matrices. -/
def eInt : DihedralGroup 4 →* Matrix (Fin 2) (Fin 2) ℤ where
  toFun := eMat
  map_one' := by decide
  map_mul' := by
    show ∀ a b : DihedralGroup 4, eMat (a * b) = eMat a * eMat b
    rintro (i | i) (j | j) <;> revert i j <;> decide

/-- The E representation of C4v, spanned by `(x, y)`, over the complex numbers. -/
def eRep : DihedralGroup 4 →* Matrix (Fin 2) (Fin 2) ℂ :=
  (Int.castRingHom ℂ).mapMatrix.toMonoidHom.comp eInt
```

$A_2$ is the sign `a2Sign`, made into a homomorphism by checking the four kinds of product.

```lean
/-- The sign `+1` on rotations and `-1` on reflections of C4v. -/
def a2Sign : DihedralGroup 4 → ℂˣ
  | .r _ => 1
  | .sr _ => -1

/-- The A2 representation of C4v. -/
def a2 : DihedralGroup 4 →* ℂˣ :=
  MonoidHom.mk' a2Sign (by rintro (i | i) (j | j) <;> simp [a2Sign])
```

The witness states that $E$ has scalar commutant, that $A_2 \times E$ is similar to $E$, and that on each reflection $A_2 \neq 1$ and $\chi_E = 0$, with $\chi_E$ the character of $E$. For the commutant, index the entries $X_{ij}$ by $i, j \in \{0, 1\}$. Commuting with $R$ equates $(XR)_{01} = -X_{00}$ and $(RX)_{01} = -X_{11}$, so $X_{11} = X_{00}$ (`e11`). Commuting with $M$ gives $-X_{01} = X_{01}$ and $X_{10} = -X_{10}$, so both vanish (`e01`, `e10`), and $X = X_{00} \cdot 1$. In `hS` the intertwiner is $R$, which commutes with the rotations and anticommutes with the reflections. The zero characters then come from `twist_main`, not from computing traces.

```lean
set_option maxRecDepth 20000 in
/-- In C4v, E has scalar commutant and A2 × E is similar to E; on every reflection A2 differs
from one and the character of E is zero. -/
theorem a2_times_e_witness :
    ScalarCommutant eRep ∧ Similar eRep (twist a2 eRep) ∧
      ∀ i, a2 (sr i) ≠ 1 ∧ character eRep (sr i) = 0 := by
  have hR : eRep (r 1) = !![0, -1; 1, 0] := by
    have h : eMat (r 1) = !![0, -1; 1, 0] := by decide
    show (eMat (r 1)).map (Int.castRingHom ℂ) = _
    rw [h]
    ext i j
    fin_cases i <;> fin_cases j <;> simp
  have hM : eRep (sr 0) = !![1, 0; 0, -1] := by
    have h : eMat (sr 0) = !![1, 0; 0, -1] := by decide
    show (eMat (sr 0)).map (Int.castRingHom ℂ) = _
    rw [h]
    ext i j
    fin_cases i <;> fin_cases j <;> simp
  have hC : ScalarCommutant eRep := by
    intro X hX
    have h1 := hX (r 1)
    have h2 := hX (sr 0)
    have a1 : (X * eRep (r 1)) 0 1 = -X 0 0 := by simp [hR, mul_apply, Fin.sum_univ_two]
    have b1 : (eRep (r 1) * X) 0 1 = -X 1 1 := by simp [hR, mul_apply, Fin.sum_univ_two]
    have a2' : (X * eRep (sr 0)) 0 1 = -X 0 1 := by simp [hM, mul_apply, Fin.sum_univ_two]
    have b2 : (eRep (sr 0) * X) 0 1 = X 0 1 := by simp [hM, mul_apply, Fin.sum_univ_two]
    have a3 : (X * eRep (sr 0)) 1 0 = X 1 0 := by simp [hM, mul_apply, Fin.sum_univ_two]
    have b3 : (eRep (sr 0) * X) 1 0 = -X 1 0 := by simp [hM, mul_apply, Fin.sum_univ_two]
    rw [h1] at a1
    rw [h2] at a2' a3
    have e11 : X 1 1 = X 0 0 := by linear_combination b1 - a1
    have e01 : X 0 1 = 0 := by linear_combination (1 / 2 : ℂ) * (a2' - b2)
    have e10 : X 1 0 = 0 := by linear_combination (1 / 2 : ℂ) * (b3 - a3)
    refine ⟨X 0 0, ?_⟩
    ext i j
    fin_cases i <;> fin_cases j <;> simp [e11, e01, e10]
  -- the C4 matrix commutes with rotations and anticommutes with reflections
  have hS : Similar eRep (twist a2 eRep) := by
    refine ⟨eRep.toHomUnits (r 1), ?_⟩
    rintro (i | i)
    · show eRep (r 1) * eRep (r i) = (((1 : ℂˣ) : ℂ) • eRep (r i)) * eRep (r 1)
      rw [Units.val_one, one_smul, ← map_mul, ← map_mul, r_mul_r, r_mul_r, add_comm]
    · show eRep (r 1) * eRep (sr i) = (((-1 : ℂˣ) : ℂ) • eRep (sr i)) * eRep (r 1)
      have h : ∀ j : ZMod 4, eMat (r 1) * eMat (sr j) = -(eMat (sr j) * eMat (r 1)) := by
        decide
      have h2 := congrArg (Int.castRingHom ℂ).mapMatrix (h i)
      rw [map_neg, map_mul, map_mul] at h2
      rw [Units.val_neg, Units.val_one, neg_smul, one_smul, neg_mul]
      exact h2
  refine ⟨hC, hS, fun i => ?_⟩
  have hne : a2 (sr i) ≠ 1 := by
    intro h
    have h1 : ((-1 : ℂˣ) : ℂ) = ((1 : ℂˣ) : ℂ) := congrArg Units.val h
    rw [Units.val_neg, Units.val_one] at h1
    norm_num at h1
  exact ⟨hne, ((twist_main a2 hC).2 hS).1 _ hne⟩

end

end TwistedRepresentation
```

```lean
#print axioms TwistedRepresentation.twist_scalarCommutant_iff
-- 'TwistedRepresentation.twist_scalarCommutant_iff' depends on axioms: [propext, Classical.choice, Quot.sound]
#print axioms TwistedRepresentation.trace_intertwiner_eq_zero
-- 'TwistedRepresentation.trace_intertwiner_eq_zero' depends on axioms: [propext, Classical.choice, Quot.sound]
#print axioms TwistedRepresentation.intertwiner_pow_scalar
-- 'TwistedRepresentation.intertwiner_pow_scalar' depends on axioms: [propext, Classical.choice, Quot.sound]
#print axioms TwistedRepresentation.twist_main
-- 'TwistedRepresentation.twist_main' depends on axioms: [propext, Classical.choice, Quot.sound]
```

Q: Let me compute them anyway. The reflections are
$$M = \begin{pmatrix} 1 & 0 \\ 0 & -1 \end{pmatrix},\quad MR = \begin{pmatrix} 0 & -1 \\ -1 & 0 \end{pmatrix},\quad MR^2 = -M,\quad MR^3 = -MR,$$
all traceless. Also $RM = \begin{pmatrix} 0 & 1 \\ 1 & 0 \end{pmatrix} = -MR$, $\operatorname{tr} R = 0$, $R^2 = -1$, and $A_2(g)^2 = 1$ with $N = 2$. But $\chi_E(C_4) = \operatorname{tr} R = 0$ while $A_2(C_4) = 1$.

A: That is consistent: the theorem places zeros where $\lambda \neq 1$ and allows further zeros elsewhere. Your $R^2 = -1$ is the case $k = 2$, $c = -1$ of `intertwiner_pow_scalar`, and it lets you test `hD` there. Take $D = E \oplus E$, whose commutant is not scalar, and $S = R \oplus 2R$. This $S$ still intertwines $D$ with $A_2 \times D$, but $S^2 = \operatorname{diag}(-1, -1, -4, -4)$ is not a multiple of the identity.

Q: Where would I meet this intertwiner?

A: For one spinless electron in a field of $C_{4v}$ symmetry, the angular momentum $L_z$ about the fourfold axis transforms as $A_2$, and on an atomic pair $(p_x, p_y)$ its matrix is $i\hbar R$. So $A_2 \times E \cong E$ is the symmetry condition that lets $L_z$ act within an $e$ level, at the level of single-valued point-group representations and with nothing said about the size of the matrix element in a molecule.
